# Kramers relation: three successive radial moments of a hydrogenic state obey a linear recursion

An electron bound to a point nucleus has averages such as ⟨r²⟩, ⟨r⟩ and ⟨1/r⟩, and each of them looks like a separate integral over a Laguerre polynomial. Yet the radial equation seems to tie them together. In atomic units with nuclear charge 1, let u(r) = r^(l+1) P(r) exp(-r/n), with P a real polynomial and with integers n ≥ 1 and l ≥ 0 as the principal and orbital quantum numbers, solve

u'' = (l(l+1)/r² - 2/r + 1/n²) u for r > 0,

and let M_q be the integral of r^q u² over r > 0. For s = 1, 2, 3, … I expect

(s+1) M_s/n² - (2s+1) M_(s-1) + s((2l+1)² - s²) M_(s-2)/4 = 0.

The usual derivation integrates by parts several times and discards the boundary terms. Can it be made rigorous, boundary terms included, and checked by machine?

## A single boundary function yields the recursion

Yes, and for any nuclear charge Z > 0 and every integer s ≥ -2l. Put κ = Z/n and w(r) = l(l+1) - 2Zr + κ²r², so that the radial equation reads r²u'' = wu. Multiplying u'' = wu/r² by r^(s+1)u' and by r^s u and integrating by parts leads to the boundary function

F = ½ r^(s-1) [(w - s(s+1)/2) u² + (s+1) r u u' - r² u'²].

Differentiate F and replace r²u'' by wu. The coefficients of the products of u and u' are then:

- u'²: ½ r^s [-(s-1) + (s+1) - 2] = 0
- uu': ½ r^(s-1) [(s-1)(s+1) + 2w - s(s+1) + (s+1) - 2w] = 0
- u²: ½ r^(s-2) [2sw + rw' - s(s²-1)/2]

Since rw' = -2Zr + 2κ²r², the last line gives

F' = [(s+1)κ² r^s - (2s+1)Z r^(s-1) + s((2l+1)² - s²)/4 · r^(s-2)] u².

For the boundary values, write u' = r^l Q exp(-κr) with Q = (l+1)P + rP' - κrP. Then

F = ½ r^(s+2l+1) [(w - s(s+1)/2) P² + (s+1)PQ - Q²] exp(-2κr).

For s ≥ -2l the leading power is at least 1, so F tends to 0 at the nucleus, and the exponential sends it to 0 at infinity. The moments converge too, because r^q u² is a polynomial times exp(-2κr) when q ≥ -2l-2. Integrating F' from 0 to ∞ gives

(s+1)κ² M_s - (2s+1)Z M_(s-1) + s((2l+1)² - s²) M_(s-2)/4 = 0.

Three values of s give familiar averages:

- s = 0 gives κ²M_0 = Z M_(-1), so ⟨1/r⟩ = Z/n².
- s = 1 gives 2κ²M_1 - 3Z M_0 + l(l+1)M_(-1) = 0. Eliminating M_(-1) and using Z = κn gives 2Z M_1 = (3n² - l(l+1))M_0, so ⟨r⟩ = (3n² - l(l+1))/(2Z).
- s = -1, allowed for l ≥ 1, gives Z M_(-2) = l(l+1)M_(-3), so ⟨1/r³⟩ = Z⟨1/r²⟩/(l(l+1)).

Here ⟨r^q⟩ = M_q/M_0 with P ≠ 0, because u is r times the radial wavefunction, so that u² already contains the factor r² of the volume element. The last average enters the spin–orbit splitting of a one-electron atom in first-order perturbation theory.

## What the Lean statement says

`radial l κ P` is u, and `moment u q` is M_q, with an integer power `q : ℤ` and the integral taken over `Ioi 0`. The predicate `IsCoulombState Z κ l P` says that the actual second derivative of u satisfies the radial equation at every r > 0. The theorem `kramers_relation` assumes this with κ = `Z / n`, together with `0 < Z` (an attractive nucleus), `1 ≤ n` and `-(2 * (l : ℤ)) ≤ s`. Your relation is the case Z = 1, s ≥ 1.

Neither normalisation nor n > l is assumed, and P = 0 is allowed, in which case every moment is zero. The polynomial form of u and the energy -Z²/(2n²) are hypotheses; quantisation is not derived. The model is one non-relativistic electron in the field of a fixed point charge. The recursion does not connect M_(-2) with M_0, because the coefficient of M_(-2) vanishes at s = 0 and that of M_(-1) vanishes at s = -1, so ⟨1/r²⟩ needs separate input.

```lean
import Mathlib

open Polynomial MeasureTheory Set Filter Topology

noncomputable section

namespace KramersRelation

/-- The radial function `u(r) = r^(l+1) P(r) exp(-κ r)`. -/
def radial (l : ℕ) (κ : ℝ) (P : ℝ[X]) (r : ℝ) : ℝ :=
  r ^ (l + 1) * P.eval r * Real.exp (-κ * r)

/-- The radial Coulomb equation `u'' = (l(l+1)/r² - 2Z/r + κ²) u` on `r > 0`, in atomic units. -/
def IsCoulombState (Z κ : ℝ) (l : ℕ) (P : ℝ[X]) : Prop :=
  ∀ r : ℝ, 0 < r → deriv (deriv (radial l κ P)) r =
    ((l : ℝ) * (l + 1) / r ^ 2 - 2 * Z / r + κ ^ 2) * radial l κ P r

/-- The radial moment `M_q`, the integral of `r^q u(r)²` over `r > 0`. -/
def moment (u : ℝ → ℝ) (q : ℤ) : ℝ := ∫ r in Ioi (0 : ℝ), r ^ q * u r ^ 2

/-- The polynomial `Q` in `u'(r) = r^l Q(r) exp(-κ r)`. -/
def slope (l : ℕ) (κ : ℝ) (P : ℝ[X]) : ℝ[X] :=
  C ((l : ℝ) + 1) * P + X * derivative P - C κ * X * P

/-- The boundary function of the Kramers relation, quadratic in `u` and `u'`, for `r > 0`. -/
def flux (Z κ : ℝ) (l : ℕ) (P : ℝ[X]) (s : ℤ) (r : ℝ) : ℝ :=
  r ^ (s - 1) * (((l : ℝ) * (l + 1) - 2 * Z * r + κ ^ 2 * r ^ 2 - (s : ℝ) * (s + 1) / 2)
      * radial l κ P r ^ 2
    + ((s : ℝ) + 1) * r * radial l κ P r * deriv (radial l κ P) r
    - r ^ 2 * deriv (radial l κ P) r ^ 2) / 2

/-- The derivative of a power times a polynomial times `exp(-κ x)`, for any real `κ`. -/
theorem hasDerivAt_pow_poly_exp (k : ℕ) (κ : ℝ) (p : ℝ[X]) (r : ℝ) :
    HasDerivAt (fun x => x ^ k * p.eval x * Real.exp (-κ * x))
      (((k : ℝ) * r ^ (k - 1) * p.eval r + r ^ k * (derivative p).eval r
        - κ * r ^ k * p.eval r) * Real.exp (-κ * r)) r := by
  have h := ((hasDerivAt_id' r).const_mul (-κ)).exp
  exact (((hasDerivAt_pow k r).fun_mul (p.hasDerivAt r)).fun_mul h).congr_deriv (by ring)

/-- The radial function has derivative `r^l Q(r) exp(-κ r)`. -/
theorem hasDerivAt_radial (l : ℕ) (κ : ℝ) (P : ℝ[X]) (r : ℝ) :
    HasDerivAt (radial l κ P) (r ^ l * (slope l κ P).eval r * Real.exp (-κ * r)) r := by
  refine (hasDerivAt_pow_poly_exp (l + 1) κ P r).congr_deriv ?_
  simp only [slope, eval_add, eval_sub, eval_mul, eval_C, eval_X, Nat.add_sub_cancel]
  push_cast
  ring

/-- A polynomial times a decaying exponential is integrable on the half-line. -/
theorem integrableOn_poly_exp (p : ℝ[X]) {b : ℝ} (hb : 0 < b) :
    IntegrableOn (fun r => p.eval r * Real.exp (-b * r)) (Ioi 0) := by
  induction p using Polynomial.induction_on' with
  | add p q hp hq =>
    have h : IntegrableOn (fun r => p.eval r * Real.exp (-b * r)
        + q.eval r * Real.exp (-b * r)) (Ioi 0) := Integrable.add hp hq
    simpa only [eval_add, add_mul] using h
  | monomial k c =>
    have hk : (-1 : ℝ) < k := by
      have := Nat.cast_nonneg (α := ℝ) k
      linarith
    have h := integrableOn_rpow_mul_exp_neg_mul_rpow (p := 1) hk (by norm_num) hb
    have h' : IntegrableOn (fun r : ℝ => c * (r ^ (k : ℝ) * Real.exp (-b * r ^ (1 : ℝ))))
        (Ioi 0) := Integrable.const_mul h c
    refine h'.congr_fun (fun r _ => ?_) measurableSet_Ioi
    simp only [eval_monomial, Real.rpow_natCast, Real.rpow_one, mul_assoc]

/-- The integrand of the moment `M_q` is integrable when `κ > 0` and `q ≥ -2l-2`. -/
theorem integrableOn_moment (l : ℕ) {κ : ℝ} (hκ : 0 < κ) (P : ℝ[X]) {q : ℤ}
    (hq : -(2 * (l : ℤ) + 2) ≤ q) :
    IntegrableOn (fun r => r ^ q * radial l κ P r ^ 2) (Ioi 0) := by
  obtain ⟨k, hk⟩ := Int.eq_ofNat_of_zero_le (show 0 ≤ q + (2 * (l : ℤ) + 2) by omega)
  refine (integrableOn_poly_exp (X ^ k * P ^ 2) (b := 2 * κ) (by positivity)).congr_fun
    (fun r hr => ?_) measurableSet_Ioi
  have hr0 : r ≠ 0 := (mem_Ioi.mp hr).ne'
  have hpow : r ^ k = r ^ q * r ^ (2 * l + 2) := by
    rw [← zpow_natCast r k, ← zpow_natCast r (2 * l + 2), ← zpow_add₀ hr0]
    congr 1
    omega
  have hexp : Real.exp (-(2 * κ) * r) = Real.exp (-κ * r) ^ 2 := by
    rw [sq, ← Real.exp_add]
    congr 1
    ring
  simp only [eval_mul, eval_pow, eval_X, radial]
  rw [hpow, hexp]
  ring

/-- For a Coulomb state, at `r > 0`, the derivative of the boundary function is the Kramers
combination of the three moment integrands. -/
theorem hasDerivAt_flux {Z κ : ℝ} {l : ℕ} {P : ℝ[X]} (h : IsCoulombState Z κ l P) (s : ℤ)
    {r : ℝ} (hr : 0 < r) :
    HasDerivAt (flux Z κ l P s)
      (((s : ℝ) + 1) * κ ^ 2 * (r ^ s * radial l κ P r ^ 2)
        - (2 * (s : ℝ) + 1) * Z * (r ^ (s - 1) * radial l κ P r ^ 2)
        + (s : ℝ) * ((2 * (l : ℝ) + 1) ^ 2 - (s : ℝ) ^ 2) / 4
          * (r ^ (s - 2) * radial l κ P r ^ 2)) r := by
  have hu := (hasDerivAt_radial l κ P r).differentiableAt.hasDerivAt
  have hd : DifferentiableAt ℝ (deriv (radial l κ P)) r := by
    rw [funext fun x => (hasDerivAt_radial l κ P x).deriv]
    exact (hasDerivAt_pow_poly_exp l κ (slope l κ P) r).differentiableAt
  have hv := hd.hasDerivAt
  -- the radial equation, cleared of denominators
  have ha : r ^ 2 * deriv (deriv (radial l κ P)) r
      = ((l : ℝ) * (l + 1) - 2 * Z * r + κ ^ 2 * r ^ 2) * radial l κ P r := by
    have hi : r * r⁻¹ = 1 := mul_inv_cancel₀ hr.ne'
    rw [h r hr]
    linear_combination (radial l κ P r * ((l : ℝ) * (l + 1) * (r * r⁻¹ + 1) - 2 * Z * r)) * hi
  have hx := hasDerivAt_id' r
  have hw := (((hx.const_mul (2 * Z)).const_sub ((l : ℝ) * (l + 1))).fun_add
    ((hx.fun_pow 2).const_mul (κ ^ 2))).sub_const ((s : ℝ) * (s + 1) / 2)
  have hz := hasDerivAt_zpow (s - 1) r (Or.inl hr.ne')
  have hG := (hz.fun_mul (((hw.fun_mul (hu.fun_pow 2)).fun_add
    (((hx.const_mul ((s : ℝ) + 1)).fun_mul hu).fun_mul hv)).fun_sub
    ((hx.fun_pow 2).fun_mul (hv.fun_pow 2)))).div_const 2
  refine hG.congr_deriv ?_
  have e1 : r ^ (s - 1) = r ^ (s - 2) * r := by
    rw [← zpow_add_one₀ hr.ne']
    congr 1
    omega
  have e0 : r ^ s = r ^ (s - 2) * r ^ 2 := by
    rw [← zpow_natCast r 2, ← zpow_add₀ hr.ne']
    congr 1
    omega
  rw [show s - 1 - 1 = s - 2 by ring, e1, e0]
  generalize r ^ (s - 2) = T
  push_cast
  linear_combination (T / 2 * (((s : ℝ) + 1) * radial l κ P r
    - 2 * r * deriv (radial l κ P) r)) * ha

/-- For `s ≥ -2l` the boundary function is, on `r > 0`, a polynomial vanishing at the nucleus
times `exp(-2κr)`. -/
theorem flux_eq_poly_exp (Z κ : ℝ) (l : ℕ) (P : ℝ[X]) {s : ℤ} (hs : -(2 * (l : ℤ)) ≤ s) :
    ∃ p : ℝ[X], p.eval 0 = 0 ∧
      ∀ r : ℝ, 0 < r → flux Z κ l P s r = p.eval r * Real.exp (-(2 * κ) * r) := by
  obtain ⟨k, hk⟩ := Int.eq_ofNat_of_zero_le (show 0 ≤ s + 2 * (l : ℤ) by omega)
  refine ⟨C (1 / 2) * X ^ (k + 1) * ((C ((l : ℝ) * (l + 1) - (s : ℝ) * (s + 1) / 2)
    - C (2 * Z) * X + C (κ ^ 2) * X ^ 2) * P ^ 2 + C ((s : ℝ) + 1) * P * slope l κ P
    - slope l κ P ^ 2), by simp, fun r hr => ?_⟩
  have hpow : r ^ (k + 1) = r ^ (s - 1) * r ^ (2 * l + 2) := by
    rw [← zpow_natCast r (k + 1), ← zpow_natCast r (2 * l + 2), ← zpow_add₀ hr.ne']
    congr 1
    omega
  have hexp : Real.exp (-(2 * κ) * r) = Real.exp (-κ * r) ^ 2 := by
    rw [sq, ← Real.exp_add]
    congr 1
    ring
  unfold flux
  rw [(hasDerivAt_radial l κ P r).deriv, hexp]
  simp only [radial, eval_add, eval_sub, eval_mul, eval_pow, eval_C, eval_X]
  rw [hpow]
  generalize r ^ (s - 1) = T
  ring

/-- **Kramers relation**: three successive radial moments of a hydrogenic state with nuclear
charge `Z` and `κ = Z/n` obey a linear recursion, for every integer `s ≥ -2l`. -/
theorem kramers_relation {Z : ℝ} (hZ : 0 < Z) {n l : ℕ} (hn : 1 ≤ n) {P : ℝ[X]}
    (h : IsCoulombState Z (Z / n) l P) {s : ℤ} (hs : -(2 * (l : ℤ)) ≤ s) :
    ((s : ℝ) + 1) * (Z / n) ^ 2 * moment (radial l (Z / n) P) s
      - (2 * (s : ℝ) + 1) * Z * moment (radial l (Z / n) P) (s - 1)
      + (s : ℝ) * ((2 * (l : ℝ) + 1) ^ 2 - (s : ℝ) ^ 2) / 4
        * moment (radial l (Z / n) P) (s - 2) = 0 := by
  have hn0 : (0 : ℝ) < n := by exact_mod_cast hn
  have hκ : 0 < Z / n := div_pos hZ hn0
  generalize Z / (n : ℝ) = κ at h hκ ⊢
  obtain ⟨p, hp0, hp⟩ := flux_eq_poly_exp Z κ l P hs
  have J0 := Integrable.const_mul (integrableOn_moment l hκ P (q := s) (by omega))
    (((s : ℝ) + 1) * κ ^ 2)
  have J1 := Integrable.const_mul (integrableOn_moment l hκ P (q := s - 1) (by omega))
    ((2 * (s : ℝ) + 1) * Z)
  have J2 := Integrable.const_mul (integrableOn_moment l hκ P (q := s - 2) (by omega))
    ((s : ℝ) * ((2 * (l : ℝ) + 1) ^ 2 - (s : ℝ) ^ 2) / 4)
  have hcont : Continuous (fun r => p.eval r * Real.exp (-(2 * κ) * r)) :=
    p.continuous.mul (by fun_prop)
  -- the boundary function vanishes at infinity
  have hb : 0 < 2 * κ := by positivity
  have hlim : Tendsto (fun r => p.eval r * Real.exp (-(2 * κ) * r)) atTop (𝓝 0) := by
    have ht := (Polynomial.tendsto_div_exp_atTop (p.comp (C (2 * κ)⁻¹ * X))).comp
      (tendsto_id.const_mul_atTop hb)
    refine ht.congr fun r => ?_
    have e : (2 * κ)⁻¹ * (2 * κ * r) = r := inv_mul_cancel_left₀ hb.ne' r
    simp only [Function.comp_apply, id_eq, eval_comp, eval_mul, eval_C, eval_X, e,
      div_eq_mul_inv, neg_mul, Real.exp_neg]
  -- integrate the derivative over the half-line
  have I := integral_Ioi_of_hasDerivAt_of_tendsto hcont.continuousWithinAt
    (fun r hr => (hasDerivAt_flux h s hr).congr_of_eventuallyEq
      (eventuallyEq_of_mem (Ioi_mem_nhds hr) fun x hx => (hp x hx).symm))
    ((J0.sub J1).add J2) hlim
  simp only [hp0, zero_mul, sub_zero] at I
  rw [integral_add, integral_sub, integral_const_mul, integral_const_mul,
    integral_const_mul] at I
  · exact I
  · exact J0
  · exact J1
  · exact J0.sub J1
  · exact J2

/-- The mean radius of a hydrogenic state: `2Z M_1 = (3n² - l(l+1)) M_0`. -/
theorem mean_radius {Z : ℝ} (hZ : 0 < Z) {n l : ℕ} (hn : 1 ≤ n) {P : ℝ[X]}
    (h : IsCoulombState Z (Z / n) l P) :
    2 * Z * moment (radial l (Z / n) P) 1
      = (3 * (n : ℝ) ^ 2 - (l : ℝ) * (l + 1)) * moment (radial l (Z / n) P) 0 := by
  have h0 := kramers_relation hZ hn h (s := 0) (by omega)
  have h1 := kramers_relation hZ hn h (s := 1) (by omega)
  have hn0 : (0 : ℝ) < n := by exact_mod_cast hn
  have hκ : 0 < Z / n := div_pos hZ hn0
  have hk : Z / n * n = Z := div_mul_cancel₀ Z hn0.ne'
  rw [show (0 : ℤ) - 1 = -1 from rfl] at h0
  rw [show (1 : ℤ) - 1 = 0 from rfl, show (1 : ℤ) - 2 = -1 from rfl] at h1
  push_cast at h0 h1
  generalize Z / (n : ℝ) = κ at h0 h1 hκ hk ⊢
  apply mul_left_cancel₀ (pow_ne_zero 2 hκ.ne')
  linear_combination Z * h1 + (l : ℝ) * (l + 1) * h0
    - 3 * moment (radial l κ P) 0 * (κ * n + Z) * hk

/-- For `l ≥ 1` the inverse-square and inverse-cube moments are related by
`Z M_(-2) = l(l+1) M_(-3)`. -/
theorem inverse_cube {Z : ℝ} (hZ : 0 < Z) {n l : ℕ} (hn : 1 ≤ n) (hl : 1 ≤ l) {P : ℝ[X]}
    (h : IsCoulombState Z (Z / n) l P) :
    Z * moment (radial l (Z / n) P) (-2)
      = (l : ℝ) * (l + 1) * moment (radial l (Z / n) P) (-3) := by
  have h1 := kramers_relation hZ hn h (s := -1) (by omega)
  rw [show (-1 : ℤ) - 1 = -2 from rfl, show (-1 : ℤ) - 2 = -3 from rfl] at h1
  push_cast at h1
  linear_combination h1

/-- For every `l` and `Z`, the function `r^(l+1) exp(-Zr/(l+1))` solves the radial Coulomb
equation with `n = l+1`. -/
theorem isCoulombState_witness (Z : ℝ) (l : ℕ) :
    IsCoulombState Z (Z / ((l + 1 : ℕ) : ℝ)) l 1 := by
  have hk : Z / ((l + 1 : ℕ) : ℝ) * ((l + 1 : ℕ) : ℝ) = Z :=
    div_mul_cancel₀ Z (Nat.cast_ne_zero.mpr (Nat.succ_ne_zero l))
  generalize Z / ((l + 1 : ℕ) : ℝ) = κ at hk ⊢
  push_cast at hk
  intro r hr
  have hi : r * r⁻¹ = 1 := mul_inv_cancel₀ hr.ne'
  have hl : (l : ℝ) * r ^ (l - 1) = l * r ^ l * r⁻¹ := by
    cases l with
    | zero => simp
    | succ m =>
      rw [Nat.add_sub_cancel, pow_succ]
      linear_combination (-((m + 1 : ℕ) : ℝ) * r ^ m) * hi
  have q0 : (slope l κ 1).eval r = (l : ℝ) + 1 - κ * r := by simp [slope]
  have q1 : (derivative (slope l κ 1)).eval r = -κ := by simp [slope]
  rw [funext fun x => (hasDerivAt_radial l κ 1 x).deriv,
    (hasDerivAt_pow_poly_exp l κ (slope l κ 1) r).deriv, q0, q1, hl]
  simp only [radial, eval_one, mul_one]
  linear_combination (Real.exp (-κ * r) * r ^ l
    * (-(l : ℝ) * (l + 1) * r⁻¹ - κ * l + 2 * Z)) * hi
    - 2 * Real.exp (-κ * r) * r ^ l * hk

end KramersRelation
```

```lean
#print axioms KramersRelation.kramers_relation
-- 'KramersRelation.kramers_relation' depends on axioms: [propext, Classical.choice, Quot.sound]
#print axioms KramersRelation.mean_radius
-- 'KramersRelation.mean_radius' depends on axioms: [propext, Classical.choice, Quot.sound]
#print axioms KramersRelation.inverse_cube
-- 'KramersRelation.inverse_cube' depends on axioms: [propext, Classical.choice, Quot.sound]
```

## How the proof follows the calculation

`hasDerivAt_pow_poly_exp` is the product rule for a power times a polynomial times an exponential. `hasDerivAt_radial` uses it to obtain u', with `slope` as Q.

`integrableOn_poly_exp` treats monomials and sums by induction on the polynomial. `integrableOn_moment` then absorbs r^q into the polynomial.

`hasDerivAt_flux` computes F', with `flux` as F. Its step `ha` is the equation r²u'' = wu. The final `linear_combination` multiplies `ha` by ½ r^(s-2) [(s+1)u - 2ru'], which is exactly the replacement of u'' made above, and the remaining algebra cancels the u'² and uu' terms and collects the u² terms.

`flux_eq_poly_exp` rewrites F for r > 0 as a polynomial vanishing at 0 times exp(-2κr). This supplies a continuous function with the right value at the nucleus, even when F itself contains negative powers of r. `kramers_relation` proves the limit at infinity, applies the fundamental theorem of calculus on the half-line and splits the integral into the three moments.

`mean_radius` combines s = 0 and s = 1, and `inverse_cube` is s = -1. `isCoulombState_witness` checks that r^(l+1) exp(-Zr/(l+1)) solves the equation with n = l+1, so the hypotheses are satisfied by a nonzero state for every l.

## The 1s state breaks the relation at s = -1

The bound s ≥ -2l matters already for l = 0. Take u = r exp(-Zr), with n = 1, and s = -1. The coefficients of M_(-1) and M_(-3) are both zero. The integral M_(-3) diverges here, but r^(-3) u² does not appear in F', so the relation, read without that term, would reduce to Z M_(-2) = 0. But M_(-2) is the integral of exp(-2Zr), which is 1/(2Z), and the left side is ½. The discrepancy is the boundary term at the nucleus: F tends to -u'(0)²/2 = -½ there, not to 0.
